# A one-orbital projection whose energy error is exactly ‖H − e‖(1 − p)

Let `ψ` and `χ` be orthonormal eigenvectors of a bounded operator `H` on a complex inner product space, with energies `e` and `e'`, and suppose that ‖H − e‖ = |e' − e|. The state `ψ` is projected on the single orbital aψ + bχ, where a and b are real, a ≠ 0 and a² + b² = 1. The lemma says that the projectability p = ⟨ψ, Pψ⟩ is a², and that the energy of the projected vector, taken as a normalised expectation value because Pψ need not have unit length, differs from `e` by exactly ‖H − e‖(1 − p) in absolute value. The proof computes the overlap of the orbital with `ψ`, and from it p and Pψ. It then uses the fact that H − e removes the `ψ` component, so that only the `χ` component contributes to the error.

An attempt in Lean 4 with a fault in it:

```lean
import Mathlib

open scoped InnerProductSpace

namespace BoundAttained

noncomputable section

variable {E : Type*} [NormedAddCommGroup E] [InnerProductSpace ℂ E]
variable {ι : Type*} [Fintype ι]

/-- The sum `∑ i, ⟨g i, x⟩ g i`. For orthonormal orbitals `g i` it is the orthogonal projection of
`x` on their span. -/
def orbProj (g : ι → E) (x : E) : E := ∑ i, ⟪g i, x⟫_ℂ • g i

/-- The projectability `p = ⟨ψ, P ψ⟩` of a state on the atomic orbitals. -/
def projectability (g : ι → E) (ψ : E) : ℝ := (⟪ψ, orbProj g ψ⟫_ℂ).re

/-- The real part of the Rayleigh quotient `⟨x, H x⟩ / ⟨x, x⟩`, for a nonzero vector `x`. For
symmetric `H` the quotient is already real. -/
def rayleigh (H : E →L[ℂ] E) (x : E) : ℝ := (⟪x, H x⟫_ℂ).re / ‖x‖ ^ 2

/-- The Hamiltonian measured from the energy `e`, that is `H - e`. -/
def shifted (H : E →L[ℂ] E) (e : ℝ) : E →L[ℂ] E :=
  H - (e : ℂ) • ContinuousLinearMap.id ℂ E

/-- A set of one orbital, the combination `a ψ + b χ`. -/
def hybrid (ψ χ : E) (a b : ℝ) : Unit → E := fun _ => (a : ℂ) • ψ + (b : ℂ) • χ

/-- The projectability is the sum of the squared overlaps with the orbitals. -/
theorem projectability_eq_sum (g : ι → E) (ψ : E) :
    projectability g ψ = ∑ i, ‖⟪g i, ψ⟫_ℂ‖ ^ 2 := by
  unfold projectability orbProj
  rw [inner_sum, Complex.re_sum]
  refine Finset.sum_congr rfl fun i _ => ?_
  rw [inner_smul_right, ← inner_conj_symm ψ (g i), Complex.mul_conj,
    Complex.ofReal_re, Complex.normSq_eq_norm_sq]

/-- For a nonzero vector `x`, `rayleigh H x - e` is the real part of `⟨x, (H - e) x⟩ / ⟨x, x⟩`. -/
theorem rayleigh_sub (H : E →L[ℂ] E) (e : ℝ) {x : E} (hx : x ≠ 0) :
    rayleigh H x - e = (⟪x, shifted H e x⟫_ℂ).re / ‖x‖ ^ 2 := by
  have hn : ‖x‖ ^ 2 ≠ 0 := pow_ne_zero 2 (norm_ne_zero_iff.2 hx)
  have h : (⟪x, x⟫_ℂ).re = ‖x‖ ^ 2 := inner_self_eq_norm_sq (𝕜 := ℂ) x
  have hs : shifted H e x = H x - (e : ℂ) • x := rfl
  rw [hs, inner_sub_right, inner_smul_right, Complex.sub_re, Complex.re_ofReal_mul,
    h, sub_div, mul_div_assoc, div_self hn, mul_one]
  rfl

variable {H : E →L[ℂ] E} {g : ι → E} {ψ : E} {e : ℝ}

/-- Let `ψ`, `χ` be orthonormal eigenvectors of `H` with energies `e`, `e'` and
`‖H - e‖ = |e' - e|`. For the single orbital `a ψ + b χ` with real `a ≠ 0`, `b` and
`a² + b² = 1`, one has `p = a²` and the error is exactly `‖H - e‖ (1 - p)`. -/
theorem bound_attained {χ : E} {e' a b : ℝ} (hn : ‖ψ‖ = 1) (hn' : ‖χ‖ = 1)
    (ho : ⟪χ, ψ⟫_ℂ = 0) (hψ : H ψ = (e : ℂ) • ψ) (hχ : H χ = (e' : ℂ) • χ)
    (hN : ‖shifted H e‖ = |e' - e|) (ha : a ≠ 0) (hab : a ^ 2 + b ^ 2 = 1) :
    projectability (hybrid ψ χ a b) ψ = a ^ 2 ∧
    |rayleigh H (orbProj (hybrid ψ χ a b) ψ) - e| = ‖shifted H e‖ * (1 - a ^ 2) := by
  have ho' : ⟪ψ, χ⟫_ℂ = 0 := inner_eq_zero_symm.1 ho
  have h1 : ⟪ψ, ψ⟫_ℂ = 1 := by rw [inner_self_eq_norm_sq_to_K, hn]; simp
  have h2 : ⟪χ, χ⟫_ℂ = 1 := by rw [inner_self_eq_norm_sq_to_K, hn']; simp
  have hc : (a : ℂ) ^ 2 + (b : ℂ) ^ 2 = 1 := by exact_mod_cast hab
  have hov : ⟪(a : ℂ) • ψ + (b : ℂ) • χ, ψ⟫_ℂ = a := by
    simp only [inner_add_left, inner_smul_left, Complex.conj_ofReal, h1, ho]
    ring
  have hp : projectability (hybrid ψ χ a b) ψ = a ^ 2 := by
    rw [projectability_eq_sum]
    simp [hybrid, hov]
  have hv : orbProj (hybrid ψ χ a b) ψ = (a : ℂ) • ((a : ℂ) • ψ + (b : ℂ) • χ) := by
    simp only [orbProj, hybrid, Finset.univ_unique, Finset.sum_singleton, hov]
  refine ⟨hp, ?_⟩
  rw [hv]
  set v := (a : ℂ) • ((a : ℂ) • ψ + (b : ℂ) • χ) with hvd
  have hP : ‖v‖ ^ 2 = a ^ 2 := by
    have h : (⟪v, v⟫_ℂ).re = ‖v‖ ^ 2 := inner_self_eq_norm_sq (𝕜 := ℂ) v
    have h' : ⟪v, v⟫_ℂ = ((a ^ 2 : ℝ) : ℂ) := by
      simp only [hvd, inner_add_left, inner_add_right, inner_smul_left,
        inner_smul_right, Complex.conj_ofReal, h1, h2, ho, ho']
      push_cast
      linear_combination (a : ℂ) ^ 2 * hc
    rw [← h, h', Complex.ofReal_re]
  have hne : v ≠ 0 := fun h => by
    rw [h, norm_zero] at hP
    exact ha (pow_eq_zero_iff two_ne_zero |>.1 (by linarith))
  -- `H - e` keeps only the `χ` component
  have hA : shifted H e v = ((a : ℂ) * b * ((e' : ℂ) - e)) • χ := by
    change H v - (e : ℂ) • v = _
    rw [hvd, map_smul, map_add, map_smul, map_smul, hψ, hχ]
    module
  have hE : ⟪v, shifted H e v⟫_ℂ = (((e' - e) * b ^ 2 * a ^ 2 : ℝ) : ℂ) := by
    rw [hA]
    simp only [hvd, inner_add_left, inner_smul_left, inner_smul_right,
      Complex.conj_ofReal, h2, ho']
    push_cast
    ring
  rw [rayleigh_sub H e hne, hE, hP, Complex.ofReal_re,
    mul_div_cancel_right₀ _ (pow_ne_zero 2 ha), hN, abs_mul, abs_of_nonneg (sq_nonneg b),
    ← hab, add_sub_cancel_left]

end

end BoundAttained
```

The error:

```
Main.lean:66:57: error: unsolved goals
E : Type u_1
inst✝¹ : NormedAddCommGroup E
inst✝ : InnerProductSpace ℂ E
H : E →L[ℂ] E
ψ : E
e : ℝ
χ : E
e' a b : ℝ
hn : ‖ψ‖ = 1
hn' : ‖χ‖ = 1
ho : ⟪χ, ψ⟫_ℂ = 0
hψ : H ψ = ↑e • ψ
hχ : H χ = ↑e' • χ
hN : ‖shifted H e‖ = |e' - e|
ha : a ≠ 0
hab : a ^ 2 + b ^ 2 = 1
ho' : ⟪ψ, χ⟫_ℂ = 0
h1 : ⟪ψ, ψ⟫_ℂ = 1
h2 : ⟪χ, χ⟫_ℂ = 1
hc : ↑a ^ 2 + ↑b ^ 2 = 1
hov : ⟪↑a • ψ + ↑b • χ, ψ⟫_ℂ = ↑a
⊢ ‖↑a * ↑‖ψ‖ ^ 2 + ↑b * ⟪χ, ψ⟫_ℂ‖ ^ 2 = a ^ 2
Main.lean:68:18: warning: This simp argument is unused:
  hov

Hint: Omit it from the simp argument list.
  [apply] simp [hybrid]

Note: This linter can be disabled with `set_option linter.unusedSimpArgs false`
```

Lean accepts the file once it reads:

```diff
@@ -66,5 +66,6 @@
   have hp : projectability (hybrid ψ χ a b) ψ = a ^ 2 := by
     rw [projectability_eq_sum]
-    simp [hybrid, hov]
+    simp only [hybrid, hov, Finset.univ_unique, Finset.sum_singleton,
+      Complex.norm_real, Real.norm_eq_abs, sq_abs]
   have hv : orbProj (hybrid ψ χ a b) ψ = (a : ℂ) • ((a : ℂ) • ψ + (b : ℂ) • χ) := by
     simp only [orbProj, hybrid, Finset.univ_unique, Finset.sum_singleton, hov]
```

The error is in the proof of `hp`, the claim that the projectability is a². The fact `hov` gives the overlap of the whole orbital with `ψ` as `a`, but it applies only where that inner product stands in the form in which `hov` states it. The call `simp [hybrid, hov]` also uses Lean's general simplification rules, and these rewrote the overlap before `hov` could apply. The goal left over shows it expanded into a term with `‖ψ‖ ^ 2` and a term with `⟪χ, ψ⟫_ℂ`. `simp` had not been given `hn` and `ho`, which evaluate these, so it stopped there.

The warning that `hov` is unused reports the same failure. Following its hint and deleting `hov` would not close the goal.

The repair uses `simp only`, which keeps to the listed rules. `hybrid` unfolds the orbital, `Finset.univ_unique` and `Finset.sum_singleton` reduce the sum to its one term, and `hov` now matches and turns the overlap into `a`. The last three lemmas turn the squared norm of the real number `a`, seen as a complex number, into `a ^ 2`.
